# In planar Poisson–Boltzmann theory the reduced integral capacitance of an electroneutral ion mixture has slope $-B/(6\sqrt A)$ at zero charge, where $A>0$ and $B$ are the second and third valence moments

A code that tabulates the capacitance of a diffuse layer by dividing charge by electrode potential meets $0/0$ at zero potential and can lose digits close to it. One remedy is to switch to a short series there. The result below supplies the constant and linear coefficients of that series for any finite electroneutral mixture of point ions in the planar, mean-field Poisson–Boltzmann model.

## Value and slope at zero charge

Let ion species $i$ have bulk concentration $c_i$ and valence $z_i$, and let $u$ be the electrode potential relative to the bulk solution, in units of $k_BT/e$. Define

$$E(u)=\sum_i c_i\,(e^{-z_iu}-1),\qquad A=\sum_i c_iz_i^2,\qquad B=\sum_i c_iz_i^3 .$$

$E$ is the osmotic excess, the total ion concentration at the electrode minus that in the bulk. For $u\neq0$ the integral capacitance is

$$K(u)=\frac{\sqrt{2E(u)}}{|u|}.$$

If the bulk is electroneutral, $\sum_i z_ic_i=0$, and $A>0$, then as $u\to0$

$$K(u)\to\sqrt A,\qquad \frac{K(u)-\sqrt A}{u}\to-\frac{B}{6\sqrt A}.$$

The first limit is the Debye capacitance in reduced units. The second is the tilt of the curve at zero charge, and it is nonzero exactly when $B\neq0$. If the $c_i$ are number concentrations, multiplying $K$ by $\sqrt{\varepsilon e^2/(k_BT)}$ gives the capacitance per unit area in SI units, where $\varepsilon$ is the permittivity of the solution and $e$ the elementary charge.

## The series branch in a capacitance routine

Near zero potential a routine can return

$$K(u)\approx\sqrt A-\frac{B}{6\sqrt A}\,u .$$

Direct evaluation of $E$ loses digits in this region. Calling `expm1` for each ion avoids the cancellation inside $e^{-z_iu}-1$, but the terms are still of order $u$ while their sum is of order $u^2$. The relative rounding error therefore grows roughly like machine precision divided by $|u|$.

The slope also gives a check on an existing solver. As $h>0$ decreases, the quotient $(K(h)-K(-h))/(2h)$ should approach $-B/(6\sqrt A)$ until rounding error takes over. If $B\neq0$ and the quotient instead settles at a value of the opposite sign before rounding matters, a swapped potential or valence convention is a likely cause.

## From Boltzmann factors to the tilt

The formula for $K$ comes from the planar Poisson–Boltzmann equation. In reduced units the potential $\phi(x)$ at distance $x$ from the electrode obeys

$$\phi''=-\sum_i z_ic_ie^{-z_i\phi}.$$

Multiply by $\phi'$ and integrate from the bulk, where $\phi$ and $\phi'$ vanish:

$$\tfrac12(\phi')^2=\sum_i c_i(e^{-z_i\phi}-1).$$

At the electrode $\phi=u$, so the surface charge $-\phi'(0)$ is $\operatorname{sign}(u)\sqrt{2E(u)}$. Dividing by $u$ gives $K(u)$.

Now expand each Boltzmann factor to third order:

$$e^{-z_iu}-1=-z_iu+\frac{z_i^2u^2}{2}-\frac{z_i^3u^3}{6}+o(u^3).$$

Multiplying by $2c_i$ and summing gives

$$2E(u)=-2u\sum_i z_ic_i+Au^2-\frac{B}{3}u^3+o(u^3).$$

Electroneutrality removes the linear term. Dividing by $u^2$,

$$K(u)^2=A-\frac B3u+o(u),$$

so $K(u)\to\sqrt A$. The difference of squares then gives

$$\frac{K(u)-\sqrt A}{u}=\frac{(K(u)^2-A)/u}{K(u)+\sqrt A}\longrightarrow\frac{-B/3}{2\sqrt A}=-\frac{B}{6\sqrt A}.$$

## The smallest mixture: one cation and one anion

A single species cannot satisfy the conditions, because $z_1c_1=0$ forces $A=0$. The smallest case has two species, with valences $p$ and $-q$, where $p,q>0$, and positive concentrations with $pc_1=qc_2$. Then

$$A=pc_1(p+q),\qquad B=pc_1(p^2-q^2)=A(p-q),$$

and the tilt is $\sqrt A\,(q-p)/6$. It vanishes exactly when the valences have equal magnitude. For a 2:1 salt, $K(u)\approx\sqrt A\,(1-u/6)$: the capacitance rises towards negative potentials, where the divalent cation is attracted. In larger mixtures unequal valences can still give $B=0$, for example when equal amounts of a 1:1 and a 2:2 salt are combined.

## Lean file

```lean
import Mathlib

open Filter Topology

namespace AsymmetricElectrolyte

noncomputable section

variable {ι : Type*} [Fintype ι]

/-- The `k`-th valence moment `∑ c_i z_i ^ k` of an ion mixture. -/
def moment (c z : ι → ℝ) (k : ℕ) : ℝ := ∑ i, c i * z i ^ k

/-- Osmotic excess `∑ c_i (exp (-z_i u) - 1)` at reduced potential `u`. -/
def excess (c z : ι → ℝ) (u : ℝ) : ℝ := ∑ i, c i * (Real.exp (-(z i * u)) - 1)

/-- Ionic charge density `∑ z_i c_i exp (-z_i u)` at reduced potential `u`. -/
def ionCharge (c z : ι → ℝ) (u : ℝ) : ℝ := ∑ i, z i * c i * Real.exp (-(z i * u))

/-- Reduced surface charge of an electrode at potential `u`, with the sign of `u`. -/
def surfaceCharge (c z : ι → ℝ) (u : ℝ) : ℝ := Real.sign u * √(2 * excess c z u)

/-- Integral capacitance `K(u)` of the diffuse layer, for `u ≠ 0`. -/
def capacitance (c z : ι → ℝ) (u : ℝ) : ℝ := √(2 * excess c z u) / |u|

/-- Positive concentrations and at least one charged species make the second valence
moment positive. -/
theorem moment_two_pos (c z : ι → ℝ) (hc : ∀ i, 0 < c i) (hz : ∃ i, z i ≠ 0) :
    0 < moment c z 2 := by
  obtain ⟨j, hj⟩ := hz
  exact Finset.sum_pos' (fun i _ => mul_nonneg (hc i).le (sq_nonneg _))
    ⟨j, Finset.mem_univ j, mul_pos (hc j) (by positivity)⟩

/-- The Taylor remainder of a Boltzmann factor after order `n`, divided by `u ^ n`, tends to zero as
`u → 0`. -/
theorem exp_remainder (z : ℝ) (n : ℕ) :
    Tendsto (fun u : ℝ => (Real.exp (-(z * u)) -
      ∑ m ∈ Finset.range (n + 1), (-(z * u)) ^ m / (m.factorial : ℝ)) / u ^ n)
      (𝓝[≠] 0) (𝓝 0) := by
  obtain ⟨D, hD⟩ : ∃ D : ℝ, ∀ x : ℝ, |x| ≤ 1 → |Real.exp x -
      ∑ m ∈ Finset.range (n + 1), x ^ m / (m.factorial : ℝ)| ≤ |x| ^ (n + 1) * D :=
    ⟨_, fun x hx => Real.exp_bound hx (Nat.succ_pos n)⟩
  refine squeeze_zero_norm' (a := fun u => |z| ^ (n + 1) * D * |u|) ?_ ?_
  · have h0 : Continuous (fun u : ℝ => |-(z * u)|) := by fun_prop
    have h1 := (h0.tendsto' 0 0 (by simp)).mono_left (nhdsWithin_le_nhds (s := {0}ᶜ))
    filter_upwards [h1.eventually_lt_const one_pos, self_mem_nhdsWithin] with u hu hu0
    have hu0 : u ≠ 0 := hu0
    rw [Real.norm_eq_abs, abs_div, abs_pow, div_le_iff₀ (pow_pos (abs_pos.mpr hu0) n)]
    calc _ ≤ |-(z * u)| ^ (n + 1) * D := hD _ hu.le
      _ = _ := by rw [abs_neg, abs_mul]; ring
  · have h0 : Continuous (fun u : ℝ => |z| ^ (n + 1) * D * |u|) := by fun_prop
    exact (h0.tendsto' 0 0 (by simp)).mono_left nhdsWithin_le_nhds

/-- In an electroneutral mixture, twice the osmotic excess is `A u² - B u³ / 3` up to terms that are
`o(u³)` as `u → 0`, with `A` and `B` the second and third valence moments. -/
theorem excess_expansion (c z : ι → ℝ) (hn : ∑ i, z i * c i = 0) :
    Tendsto (fun u => (2 * excess c z u / u ^ 2 - moment c z 2) / u)
      (𝓝[≠] 0) (𝓝 (-moment c z 3 / 3)) := by
  have h := tendsto_finsetSum Finset.univ fun i _ =>
    ((exp_remainder (z i) 3).add_const (-(z i ^ 3) / 6)).const_mul (2 * c i)
  have hlim : ∑ i, 2 * c i * (0 + -(z i ^ 3) / 6) = -moment c z 3 / 3 := by
    unfold moment
    rw [← Finset.sum_neg_distrib, Finset.sum_div]
    exact Finset.sum_congr rfl fun i _ => by ring
  rw [hlim] at h
  refine h.congr' ?_
  filter_upwards [self_mem_nhdsWithin] with u hu
  have hu : u ≠ 0 := hu
  -- electroneutrality removes the term linear in the potential
  have key : (2 * excess c z u / u ^ 2 - moment c z 2) / u =
      (2 * excess c z u + 2 * u * ∑ i, z i * c i - u ^ 2 * moment c z 2) / u ^ 3 := by
    rw [hn, mul_zero, add_zero]
    field_simp
  rw [key]
  unfold excess moment
  simp only [Finset.mul_sum, ← Finset.sum_add_distrib, ← Finset.sum_sub_distrib,
    Finset.sum_div]
  refine Finset.sum_congr rfl fun i _ => ?_
  have hs : ∑ m ∈ Finset.range (3 + 1), (-(z i * u)) ^ m / (m.factorial : ℝ) =
      1 - z i * u + (z i * u) ^ 2 / 2 - (z i * u) ^ 3 / 6 := by
    simp [Finset.sum_range_succ, Nat.factorial]
    ring
  rw [hs, div_add' _ _ _ (pow_ne_zero 3 hu), ← mul_div_assoc]
  congr 1
  ring

/-- In an electroneutral mixture, the ionic charge density is `-A u + B u² / 2` up to terms that are
`o(u²)` as `u → 0`, with `A` and `B` the second and third valence moments. -/
theorem ionCharge_expansion (c z : ι → ℝ) (hn : ∑ i, z i * c i = 0) :
    Tendsto (fun u => (-ionCharge c z u / u - moment c z 2) / u)
      (𝓝[≠] 0) (𝓝 (-moment c z 3 / 2)) := by
  have h := tendsto_finsetSum Finset.univ fun i _ =>
    ((exp_remainder (z i) 2).add_const (z i ^ 2 / 2)).const_mul (-(z i * c i))
  have hlim : ∑ i, -(z i * c i) * (0 + z i ^ 2 / 2) = -moment c z 3 / 2 := by
    unfold moment
    rw [← Finset.sum_neg_distrib, Finset.sum_div]
    exact Finset.sum_congr rfl fun i _ => by ring
  rw [hlim] at h
  refine h.congr' ?_
  filter_upwards [self_mem_nhdsWithin] with u hu
  have hu : u ≠ 0 := hu
  have key : (-ionCharge c z u / u - moment c z 2) / u =
      (∑ i, z i * c i - ionCharge c z u - u * moment c z 2) / u ^ 2 := by
    rw [hn, zero_sub]
    field_simp
  rw [key]
  unfold ionCharge moment
  simp only [Finset.mul_sum, ← Finset.sum_sub_distrib, Finset.sum_div]
  refine Finset.sum_congr rfl fun i _ => ?_
  have hs : ∑ m ∈ Finset.range (2 + 1), (-(z i * u)) ^ m / (m.factorial : ℝ) =
      1 - z i * u + (z i * u) ^ 2 / 2 := by
    simp [Finset.sum_range_succ, Nat.factorial]
    ring
  rw [hs, div_add' _ _ _ (pow_ne_zero 2 hu), ← mul_div_assoc]
  congr 1
  ring

/-- Surface charge is potential times integral capacitance. -/
theorem surfaceCharge_eq (c z : ι → ℝ) (u : ℝ) :
    surfaceCharge c z u = u * capacitance c z u := by
  unfold surfaceCharge capacitance
  rcases lt_trichotomy u 0 with h | h | h
  · have h' := h.ne
    rw [Real.sign_of_neg h, abs_of_neg h]
    field_simp
  · simp [h]
  · have h' := h.ne'
    rw [Real.sign_of_pos h, abs_of_pos h]
    field_simp

/-- In an electroneutral mixture the integral capacitance tends to `√A` as the potential goes to
zero, and if `A > 0` the osmotic excess is positive at all nonzero potentials close enough to zero.
Here `A` is the second valence moment. -/
theorem capacitance_tendsto (c z : ι → ℝ) (hn : ∑ i, z i * c i = 0) :
    Tendsto (capacitance c z) (𝓝[≠] 0) (𝓝 √(moment c z 2)) ∧
      (0 < moment c z 2 → ∀ᶠ u in 𝓝[≠] 0, 0 < excess c z u) := by
  have hid : Tendsto (fun u : ℝ => u) (𝓝[≠] 0) (𝓝 0) := nhdsWithin_le_nhds
  have h := ((excess_expansion c z hn).mul hid).add_const (moment c z 2)
  rw [mul_zero, zero_add] at h
  have hr : Tendsto (fun u => 2 * excess c z u / u ^ 2) (𝓝[≠] 0) (𝓝 (moment c z 2)) := by
    refine h.congr' ?_
    filter_upwards [self_mem_nhdsWithin] with u hu
    have hu : u ≠ 0 := hu
    rw [div_mul_cancel₀ _ hu, sub_add_cancel]
  constructor
  · have hK : capacitance c z = fun u => √(2 * excess c z u / u ^ 2) := by
      funext u
      rw [Real.sqrt_div' _ (sq_nonneg u), Real.sqrt_sq_eq_abs, capacitance]
    rw [hK]
    exact hr.sqrt
  · intro hA
    filter_upwards [hr.eventually_const_lt hA, self_mem_nhdsWithin] with u hg hu
    have hu : u ≠ 0 := hu
    have h2 := mul_pos hg (by positivity : 0 < u ^ 2)
    rw [div_mul_cancel₀ _ (pow_ne_zero 2 hu)] at h2
    linarith

/-- Tilt of the integral capacitance: in an electroneutral mixture with `A > 0`,
`(K(u) - √A) / u` tends to `-B / (6 √A)` as the potential goes to zero. -/
theorem capacitance_tilt (c z : ι → ℝ) (hn : ∑ i, z i * c i = 0)
    (hA : 0 < moment c z 2) :
    Tendsto (fun u => (capacitance c z u - √(moment c z 2)) / u)
      (𝓝[≠] 0) (𝓝 (-moment c z 3 / (6 * √(moment c z 2)))) := by
  obtain ⟨hK, hpos⟩ := capacitance_tendsto c z hn
  have hs := Real.sqrt_pos.2 hA
  have h := (excess_expansion c z hn).div (hK.add_const √(moment c z 2))
    (add_pos hs hs).ne'
  have hlim : -moment c z 3 / 3 / (√(moment c z 2) + √(moment c z 2)) =
      -moment c z 3 / (6 * √(moment c z 2)) := by
    rw [div_div]
    congr 1
    ring
  rw [hlim] at h
  refine h.congr' ?_
  filter_upwards [hpos hA, self_mem_nhdsWithin] with u he hu
  have hK2 : capacitance c z u ^ 2 = 2 * excess c z u / u ^ 2 := by
    rw [capacitance, div_pow, Real.sq_sqrt (by linarith), sq_abs]
  have hK0 : 0 ≤ capacitance c z u := div_nonneg (Real.sqrt_nonneg _) (abs_nonneg _)
  -- difference of squares
  have hd : 2 * excess c z u / u ^ 2 - moment c z 2 =
      (capacitance c z u - √(moment c z 2)) * (capacitance c z u + √(moment c z 2)) := by
    linear_combination Real.sq_sqrt hA.le - hK2
  change (2 * excess c z u / u ^ 2 - moment c z 2) / u /
    (capacitance c z u + √(moment c z 2)) = _
  rw [hd, div_right_comm, mul_div_cancel_right₀ _ (by linarith : _ + _ ≠ (0 : ℝ))]

end

end AsymmetricElectrolyte
```

```lean
#print axioms AsymmetricElectrolyte.moment_two_pos
#print axioms AsymmetricElectrolyte.ionCharge_expansion
#print axioms AsymmetricElectrolyte.surfaceCharge_eq
#print axioms AsymmetricElectrolyte.capacitance_tilt
```

```
'AsymmetricElectrolyte.moment_two_pos' depends on axioms: [propext, Classical.choice, Quot.sound]
'AsymmetricElectrolyte.ionCharge_expansion' depends on axioms: [propext, Classical.choice, Quot.sound]
'AsymmetricElectrolyte.surfaceCharge_eq' depends on axioms: [propext, Classical.choice, Quot.sound]
'AsymmetricElectrolyte.capacitance_tilt' depends on axioms: [propext, Classical.choice, Quot.sound]
```

## What `capacitance_tilt` assumes and states

The species are indexed by a finite type `ι`, and `c` and `z` are real-valued functions on it, so valences need not be integers. `moment c z 2` is $A$ and `moment c z 3` is $B$. `excess`, `surfaceCharge` and `capacitance` are $E$, the signed surface charge and $K$. The lemma `surfaceCharge_eq` confirms that charge equals potential times integral capacitance.

The theorem `capacitance_tilt` has two hypotheses. `hn` is electroneutrality of the bulk. Without it, $K$ diverges like $|u|^{-1/2}$ on one side of zero, which is also why a rounding residue in the stored concentrations spoils direct evaluation at very small $u$. `hA` says that $A>0$, meaning that the solution screens. `moment_two_pos` derives this from positive concentrations and at least one nonzero valence; the tilt theorem itself does not require each $c_i$ to be positive.

The conclusion is a limit along `𝓝[≠] 0`, that is, as $u$ approaches zero from both sides without equalling it. Lean's division convention makes `capacitance c z 0` equal to $0$, so a routine should return $\sqrt A$ there and not copy the definition literally.

The limit fixes the linear coefficient but gives no bound on the remainder. It therefore does not say at which $|u|$ to switch branches, and it concerns real numbers, not floating-point ones. The Poisson–Boltzmann equation is not in the file either: the charge formula enters as a definition. Ion size, ion correlations, a Stern layer and electrode curvature are absent from the model. The capacitance treated is charge over potential; the differential capacitance, the derivative of charge with respect to potential, is a different function with its own slope.

## From the exponential remainder to the limit

`exp_remainder` shows that the Taylor remainder of $e^{-zu}$ after order $n$, divided by $u^n$, tends to zero. It takes Mathlib's bound `Real.exp_bound`, valid for arguments of size at most one, and squeezes the quotient below a constant times $|u|$.

`excess_expansion` applies this with $n=3$ to every ion, restores the cubic term, multiplies by $2c_i$ and sums the limits with `tendsto_finsetSum`. The step `key` inserts $2u\sum_i z_ic_i$, which is zero by `hn`, so that the expression matches, ion by ion, the sum of the remainders with their cubic terms restored. The result is the limit of $(2E/u^2-A)/u$, namely $-B/3$.

`capacitance_tendsto` multiplies that limit by $u$ to get $2E/u^2\to A$, and continuity of the square root gives $K\to\sqrt A$. It also shows that $E$ is positive at nonzero potentials close to zero when $A>0$, which permits replacing $K^2$ by $2E/u^2$.

`capacitance_tilt` divides the expansion by $K+\sqrt A$, whose limit $2\sqrt A$ is nonzero. The step `hd` is the difference of squares, and cancelling the common factor leaves $(K-\sqrt A)/u$.

`ionCharge_expansion` uses the same method with $n=2$ to expand the ionic charge density at the electrode as $-Au+Bu^2/2+o(u^2)$. The tilt theorem does not use it, but it gives a similar small-potential check for a routine that evaluates the charge density.
